# Naimark dilation of finitely many vectors: the overlap matrix is idempotent exactly when the vectors extend to orthonormal pairs whose span contains the original span

Q: Take finitely many vectors v_i in a complex inner-product space E. "Dilation" could mean that extra components w_i make the pairs (v_i, w_i) orthonormal. It could also mean that the span of those pairs must contain the original space. Which meaning does the statement choose?

A: The second. For every x in span(v), the vector (x, 0) must lie in the span of the pairs. Orthonormality alone is too weak: the single number v = 3/5 with w = 4/5 gives a normalised pair, yet 3/5 does not resolve the identity on ℂ.

Q: What does the extra condition stand for physically?

A: Read the pairs as the outcomes of a projective measurement on the enlarged space, and (x, 0) as the embedded state. Outcome i has amplitude ⟨v_i, x⟩. The condition says that no probability is lost to directions outside the listed outcomes. A reader who knows Naimark's theorem for arbitrary positive-operator-valued measures will find its finite case here, with effects |v_i⟩⟨v_i| of rank at most one.

Q: Then show me the setting. How large may E be?

A: It may have any dimension, and completeness is not required. Only the index set ι is finite; write n for its size. The auxiliary space F is a second complex inner-product space.

```lean
import Mathlib

open scoped InnerProductSpace ComplexConjugate

namespace NaimarkDilation

noncomputable section

variable {ι E F : Type*} [Fintype ι]
  [NormedAddCommGroup E] [InnerProductSpace ℂ E]
  [NormedAddCommGroup F] [InnerProductSpace ℂ F]
```

The overlap matrix has entries S_ij = ⟨v_i, v_j⟩, with the inner product conjugate-linear in the first slot and linear in the second.

```lean
/-- The overlap matrix `S i j = ⟨v i, v j⟩` of a family of vectors. -/
def overlap (v : ι → E) : Matrix ι ι ℂ := Matrix.of fun i j => ⟪v i, v j⟫_ℂ
```

Q: And "resolves the identity" means on all of E?

A: Only on the span of the family:

∑_i ⟨v_i, x⟩ v_i = x for every x in span(v).

The vectors need not be normalised or linearly independent, and some may be zero.

```lean
/-- The family resolves the identity on its own span: `∑ ⟨v i, x⟩ v i = x` for each `x` there. -/
def Reconstructs (v : ι → E) : Prop :=
  ∀ x ∈ Submodule.span ℂ (Set.range v), ∑ i, ⟪v i, x⟫_ℂ • v i = x
```

Q: Is the direct sum really a Hilbert-type sum? A bare product of normed spaces could carry another norm.

A: That is why the type is `WithLp 2 (E × F)`. Its inner product is the sum of the component inner products:

⟨(v, w), (v', w')⟩ = ⟨v, v'⟩ + ⟨w, w'⟩.

```lean
/-- The pairs `(v i, w i)` in the Hilbert direct sum of the two spaces. -/
def pair (v : ι → E) (w : ι → F) (i : ι) : WithLp 2 (E × F) := WithLp.toLp 2 (v i, w i)
```

The candidate for w_j is column j of 1 − S, a vector in ℂⁿ, which Lean writes as `EuclideanSpace ℂ ι`.

```lean
/-- The columns of `1 - S`, as vectors with one component per member of the family. -/
def complement [DecidableEq ι] (v : ι → E) (j : ι) : EuclideanSpace ℂ ι :=
  WithLp.toLp 2 fun i => (1 - overlap v) i j
```

Q: Why should a matrix identity such as S² = S know about vectors in E? The matrix sees only inner products.

A: Because the error vector lies in the span, where inner products with the v_j determine it. For each k,

⟨v_j, ∑_i ⟨v_i, v_k⟩ v_i⟩ = ∑_i S_ji S_ik = (S²)_jk.

If reconstruction holds, the left side is ⟨v_j, v_k⟩ = S_jk, so S² = S. Conversely, suppose S² = S and define the residual

r_k = ∑_i S_ik v_i − v_k.

Then ⟨v_j, r_k⟩ = (S² − S)_jk = 0 for every j. Since r_k is itself a combination of the v_j, it follows that ⟨r_k, r_k⟩ = 0, and hence r_k = 0. Both sides of the reconstruction formula are linear in x, so it extends from the v_k to their span.

In the proof below, `hS` is the first displayed identity, `hd` is the orthogonality of the residual, and `hv` is reconstruction of each v_k. The induction over the span carries out the linearity argument.

```lean
/-- A finite family resolves the identity on its span exactly when its overlap matrix
is idempotent. -/
theorem reconstructs_iff_overlap_idempotent (v : ι → E) :
    Reconstructs v ↔ overlap v * overlap v = overlap v := by
  have hS : ∀ j k, ⟪v j, ∑ i, ⟪v i, v k⟫_ℂ • v i⟫_ℂ = (overlap v * overlap v) j k := by
    intro j k
    rw [inner_sum, Matrix.mul_apply]
    refine Finset.sum_congr rfl fun i _ => ?_
    rw [inner_smul_right, mul_comm]
    rfl
  constructor
  · intro h
    ext j k
    rw [← hS, h (v k) (Submodule.subset_span ⟨k, rfl⟩)]
    rfl
  · intro h
    -- the residual at `v k` is orthogonal to the whole family, hence to itself
    have hv : ∀ k, ∑ i, ⟪v i, v k⟫_ℂ • v i = v k := by
      intro k
      have hd : ∀ j, ⟪v j, (∑ i, ⟪v i, v k⟫_ℂ • v i) - v k⟫_ℂ = 0 := by
        intro j
        rw [inner_sub_right, hS, h]
        exact sub_self _
      apply sub_eq_zero.1
      apply (inner_self_eq_zero (𝕜 := ℂ)).1
      rw [inner_sub_left, hd k, sub_zero, sum_inner]
      exact Finset.sum_eq_zero fun i _ => by rw [inner_smul_left, hd i, mul_zero]
    -- linearity carries the identity to the span
    intro x hx
    induction hx using Submodule.span_induction with
    | mem x hx =>
      obtain ⟨k, rfl⟩ := hx
      exact hv k
    | zero => simp
    | add x y _ _ hx hy =>
      simp only [inner_add_right, add_smul, Finset.sum_add_distrib, hx, hy]
    | smul a x _ hx =>
      simp only [inner_smul_right, mul_smul, ← Finset.smul_sum, hx]
```

Q: Now the auxiliary vectors. Why do the columns of 1 − S have the right overlaps?

A: Put P = 1 − S. It is Hermitian because S is, and

P² = 1 − 2S + S² = 1 − S = P.

With (w_j)_k = P_kj, this gives

⟨w_i, w_j⟩ = ∑_k conj(P_ki) P_kj = ∑_k P_ik P_kj = (P²)_ij = P_ij.

The facts `hc` and `hP` are Hermiticity and idempotence. The closing lines match the sum for the inner product with the matrix product, term by term.

```lean
/-- If the overlap matrix `S` is idempotent, the columns of `1 - S` have overlap matrix `1 - S`. -/
theorem inner_complement [DecidableEq ι] (v : ι → E)
    (h : overlap v * overlap v = overlap v) (i j : ι) :
    ⟪complement v i, complement v j⟫_ℂ = (1 - overlap v) i j := by
  have hc : ∀ k, conj ((1 - overlap v) k i) = (1 - overlap v) i k := by
    intro k
    simp only [Matrix.sub_apply, map_sub, overlap, Matrix.of_apply, inner_conj_symm,
      Matrix.one_apply]
    by_cases hik : i = k
    · subst hik
      simp
    · simp [hik, Ne.symm hik]
  have hP : (1 - overlap v) * (1 - overlap v) = 1 - overlap v := by
    calc (1 - overlap v) * (1 - overlap v)
        = 1 - overlap v - overlap v + overlap v * overlap v := by noncomm_ring
      _ = 1 - overlap v := by rw [h]; abel
  rw [PiLp.inner_apply, ← hP, Matrix.mul_apply]
  refine Finset.sum_congr rfl fun k _ => ?_
  have e : ⟪complement v i k, complement v j k⟫_ℂ
      = (1 - overlap v) k j * conj ((1 - overlap v) k i) := RCLike.inner_apply _ _
  rw [hc] at e
  exact e.trans (mul_comm _ _)
```

The overlaps of the pairs then add up to the Kronecker delta:

⟨(v_i, w_i), (v_j, w_j)⟩ = S_ij + (δ_ij − S_ij) = δ_ij.

The next proof is this line, with `orthonormal_iff_ite` turning orthonormality into the delta condition.

```lean
/-- If the overlap matrix `S` is idempotent, pairing each vector with the matching column
of `1 - S` gives an orthonormal family in the direct sum. -/
theorem orthonormal_pair_complement [DecidableEq ι] (v : ι → E)
    (h : overlap v * overlap v = overlap v) : Orthonormal ℂ (pair v (complement v)) := by
  rw [orthonormal_iff_ite]
  intro i j
  have e : ⟪pair v (complement v) i, pair v (complement v) j⟫_ℂ
      = overlap v i j + ⟪complement v i, complement v j⟫_ℂ := WithLp.prod_inner_apply _ _
  rw [e, inner_complement v h, Matrix.sub_apply, Matrix.one_apply]
  ring
```

Q: That is one direction. You still owe me the link between the span condition and reconstruction, and I would like it for any auxiliary space, not just your choice.

A: It holds for any F, provided the pairs p_i = (v_i, w_i) are orthonormal. One preliminary is that superpositions act componentwise:

∑_i c_i p_i = (∑_i c_i v_i, ∑_i c_i w_i).

```lean
/-- A superposition of pairs is the pair of superpositions. -/
theorem sum_smul_pair (v : ι → E) (w : ι → F) (c : ι → ℂ) :
    ∑ i, c i • pair v w i = WithLp.toLp 2 (∑ i, c i • v i, ∑ i, c i • w i) := by
  apply (WithLp.linearEquiv 2 ℂ (E × F)).injective
  rw [map_sum]
  refine Prod.ext ?_ ?_
  · exact Prod.fst_sum
  · exact Prod.snd_sum
```

Assume reconstruction and take x in span(v). Then

∑_i ⟨v_i, x⟩ p_i = (x, u), with u = ∑_i ⟨v_i, x⟩ w_i.

Taking the inner product with p_j gives ⟨v_j, x⟩ on the left, by orthonormality, and ⟨v_j, x⟩ + ⟨w_j, u⟩ on the right. So ⟨w_j, u⟩ = 0 for every j. Since u is a combination of the w_j, it vanishes, and (x, 0) lies in the span of the pairs.

For the other direction, write (x, 0) = ∑_i c_i p_i. Orthonormality gives

c_i = ⟨p_i, (x, 0)⟩ = ⟨v_i, x⟩,

and the first component of the expansion reads x = ∑_i ⟨v_i, x⟩ v_i.

In the code, `hw` and `hu` make the auxiliary component vanish, and `hci` identifies the coefficients. Both halves use `ho.inner_right_fintype`, which extracts a coefficient from an orthonormal expansion.

```lean
/-- When the pairs `(v i, w i)` are orthonormal, the `v i` resolve the identity on their span
exactly when the span of the pairs contains `(x, 0)` for every `x` in the span of the `v i`. -/
theorem reconstructs_iff_span_pair (v : ι → E) (w : ι → F) (ho : Orthonormal ℂ (pair v w)) :
    Reconstructs v ↔ ∀ x ∈ Submodule.span ℂ (Set.range v),
      WithLp.toLp 2 (x, (0 : F)) ∈ Submodule.span ℂ (Set.range (pair v w)) := by
  have hin : ∀ j x u, ⟪pair v w j, WithLp.toLp 2 (x, u)⟫_ℂ = ⟪v j, x⟫_ℂ + ⟪w j, u⟫_ℂ :=
    fun j x u => WithLp.prod_inner_apply _ _
  constructor
  · intro h x hx
    have hsum : ∑ i, ⟪v i, x⟫_ℂ • pair v w i
        = WithLp.toLp 2 (x, ∑ i, ⟪v i, x⟫_ℂ • w i) :=
      (sum_smul_pair v w fun i => ⟪v i, x⟫_ℂ).trans (by simp only [h x hx])
    -- the auxiliary component is orthogonal to every `w j`, so it vanishes
    have hw : ∀ j, ⟪w j, ∑ i, ⟪v i, x⟫_ℂ • w i⟫_ℂ = 0 := by
      intro j
      have h1 : ⟪pair v w j, ∑ i, ⟪v i, x⟫_ℂ • pair v w i⟫_ℂ = ⟪v j, x⟫_ℂ :=
        ho.inner_right_fintype (fun i => ⟪v i, x⟫_ℂ) j
      rw [hsum, hin] at h1
      linear_combination h1
    have hu : ∑ i, ⟪v i, x⟫_ℂ • w i = 0 := by
      apply (inner_self_eq_zero (𝕜 := ℂ)).1
      rw [sum_inner]
      exact Finset.sum_eq_zero fun i _ => by rw [inner_smul_left, hw i, mul_zero]
    rw [hu] at hsum
    rw [← hsum]
    exact Submodule.sum_mem _ fun i _ =>
      Submodule.smul_mem _ _ (Submodule.subset_span ⟨i, rfl⟩)
  · intro h x hx
    obtain ⟨c, hc⟩ := (Submodule.mem_span_range_iff_exists_fun ℂ).1 (h x hx)
    -- orthonormality identifies the expansion coefficients
    have hci : ∀ i, ⟪v i, x⟫_ℂ = c i := by
      intro i
      have h1 := ho.inner_right_fintype c i
      rw [hc, hin, inner_zero_right, add_zero] at h1
      exact h1
    rw [sum_smul_pair] at hc
    simp only [hci]
    exact congrArg (fun z => (WithLp.ofLp z).1) hc
```

Q: So what exactly does the main theorem say?

A: For a finite family v in E, S² = S holds if and only if there are vectors w_i in ℂⁿ such that the pairs are orthonormal and their span contains (x, 0) for every x in span(v). By the first theorem, either side is also equivalent to reconstruction.

The forward half supplies `complement v` as the witness and obtains the span condition from reconstruction. The backward half runs the two equivalences in reverse, for whatever w is given.

```lean
/-- Naimark dilation: the overlap matrix of `n` vectors `v i` is idempotent exactly when there
are `w i` in `ℂⁿ` such that the pairs `(v i, w i)` are orthonormal and their span contains
`(x, 0)` for every `x` in the span of the `v i`. -/
theorem naimark_dilation [DecidableEq ι] (v : ι → E) :
    overlap v * overlap v = overlap v ↔
      ∃ w : ι → EuclideanSpace ℂ ι, Orthonormal ℂ (pair v w) ∧
        ∀ x ∈ Submodule.span ℂ (Set.range v),
          WithLp.toLp 2 (x, (0 : EuclideanSpace ℂ ι)) ∈
            Submodule.span ℂ (Set.range (pair v w)) := by
  constructor
  · intro h
    have ho := orthonormal_pair_complement v h
    exact ⟨complement v, ho, (reconstructs_iff_span_pair v _ ho).1
      ((reconstructs_iff_overlap_idempotent v).2 h)⟩
  · rintro ⟨w, ho, hs⟩
    exact (reconstructs_iff_overlap_idempotent v).1 ((reconstructs_iff_span_pair v w ho).2 hs)
```

Q: Does it say that n extra dimensions are needed, or that the w_i are unique?

A: Neither. It says that ℂⁿ is large enough. Infinite families and effects of higher rank are not covered.

Q: And the counterexample from the start?

A: The pair (3/5, 4/5) has squared norm 9/25 + 16/25 = 1. Reconstruction of x = 3/5 would require

(3/5)(3/5)(3/5) = 27/125

to equal 3/5, which it does not. The theorem records both facts.

```lean
/-- Orthonormal pairs alone do not suffice: the numbers `3/5` and `4/5` form a normalised pair,
but the single vector `3/5` does not resolve the identity on its span. -/
theorem orthonormal_pair_not_sufficient :
    Orthonormal ℂ (pair (fun _ : Fin 1 => (3 / 5 : ℂ)) (fun _ => (4 / 5 : ℂ))) ∧
      ¬ Reconstructs (fun _ : Fin 1 => (3 / 5 : ℂ)) := by
  constructor
  · rw [orthonormal_iff_ite]
    intro i j
    have e : ⟪pair (fun _ : Fin 1 => (3 / 5 : ℂ)) (fun _ => (4 / 5 : ℂ)) i,
        pair (fun _ : Fin 1 => (3 / 5 : ℂ)) (fun _ => (4 / 5 : ℂ)) j⟫_ℂ
        = ⟪(3 / 5 : ℂ), (3 / 5 : ℂ)⟫_ℂ + ⟪(4 / 5 : ℂ), (4 / 5 : ℂ)⟫_ℂ :=
      WithLp.prod_inner_apply _ _
    rw [e, if_pos (Subsingleton.elim i j)]
    simp only [RCLike.inner_apply, map_div₀, map_ofNat]
    norm_num
  · intro h
    have h1 := h (3 / 5) (Submodule.subset_span ⟨0, rfl⟩)
    simp only [Finset.univ_unique, Finset.sum_singleton, RCLike.inner_apply, smul_eq_mul,
      map_div₀, map_ofNat] at h1
    norm_num at h1
```

Q: I would still like to see a case that is neither an orthonormal basis nor trivial.

A: Take three vectors in ℂ², numbered from 0 as in the code:

v_0 = (2/3, 2/3)

v_1 = (−1/3, 2/3)

v_2 = (2/3, −1/3)

```lean
/-- Three vectors in `ℂ²` with rational components. -/
def triple : Fin 3 → EuclideanSpace ℂ (Fin 2) :=
  ![!₂[2 / 3, 2 / 3], !₂[-1 / 3, 2 / 3], !₂[2 / 3, -1 / 3]]
```

Two sample overlaps are

S_01 = −2/9 + 4/9 = 2/9

S_12 = −2/9 − 2/9 = −4/9.

The diagonal entries are 8/9, 5/9 and 5/9. For one entry of the square,

(S²)_00 = (64 + 4 + 4)/81 = 8/9 = S_00.

Now reconstruct x = (1, 0). Its coefficients ⟨v_i, x⟩ are 2/3, −1/3 and 2/3, so the sum is

(4/9 + 1/9 + 4/9, 4/9 − 2/9 − 2/9) = (1, 0).

The columns of 1 − S are

w_0 = (1, −2, −2)/9

w_1 = w_2 = (−2, 4, 4)/9.

Hence ⟨w_1, w_2⟩ = 36/81 = 4/9, which cancels S_12 = −4/9. Likewise ⟨w_0, w_0⟩ = 9/81 = 1/9, which brings the squared norm of the first pair to 8/9 + 1/9 = 1.

The last theorem checks the full overlap matrix and its idempotence. It computes each inner product from components, and `fin_cases` runs through the nine entries.

```lean
/-- The three vectors of `triple` have the displayed overlap matrix, and it is idempotent. -/
theorem overlap_idempotent_witness :
    overlap triple = !![8 / 9, 2 / 9, 2 / 9; 2 / 9, 5 / 9, -4 / 9; 2 / 9, -4 / 9, 5 / 9] ∧
      overlap triple * overlap triple = overlap triple := by
  have hin : ∀ x y : EuclideanSpace ℂ (Fin 2),
      ⟪x, y⟫_ℂ = (fun a b c d : ℂ => c * conj a + d * conj b) (x 0) (x 1) (y 0) (y 1) := by
    intro x y
    simp only [PiLp.inner_apply, Fin.sum_univ_two, RCLike.inner_apply]
  have h : overlap triple
      = !![8 / 9, 2 / 9, 2 / 9; 2 / 9, 5 / 9, -4 / 9; 2 / 9, -4 / 9, 5 / 9] := by
    ext i j
    rw [show overlap triple i j = _ from hin (triple i) (triple j)]
    fin_cases i <;> fin_cases j <;> norm_num [triple, map_ofNat]
  refine ⟨h, ?_⟩
  rw [h]
  ext i j
  fin_cases i <;> fin_cases j <;> norm_num [Matrix.mul_apply, Fin.sum_univ_succ]

end

end NaimarkDilation
```

```lean
#print axioms NaimarkDilation.naimark_dilation
#print axioms NaimarkDilation.orthonormal_pair_not_sufficient
```

```
'NaimarkDilation.naimark_dilation' depends on axioms: [propext, Classical.choice, Quot.sound]
'NaimarkDilation.orthonormal_pair_not_sufficient' depends on axioms: [propext, Classical.choice, Quot.sound]
```

Q: Where would I meet this in quantum mechanics?

A: In measurements with finitely many outcomes, each described by a single vector v_i: S² = S tests whether the outcomes are complete on the span of those vectors, and the pairs realise them as orthogonal outcomes in a larger space. The measurement language is my interpretation; the theorems themselves speak of vectors, spans and overlaps.
